# The energy derivative of 2(β − artanh β)/s above the lepton-pair threshold

For leptons of mass m > 0 at squared centre-of-mass energy s > 4m², each lepton has velocity β = √(1 − 4m²/s), in units where the speed of light is 1. The declaration `hasDerivAt_cutoffSum` states that 2(β − artanh β)/s, as a function of s at fixed m, has derivative D(s)/s, where D(s) = (2 artanh β − 3β)/s is the Breit-Wheeler helicity difference (helicity 2 minus helicity 0) up to a constant factor. The attempt differentiates the velocity, gets the derivative of the rapidity artanh β by the chain rule, and applies the quotient rule. It then replaces the velocity by a variable `b` and leaves the comparison with D(s)/s to `field_simp` and `ring`.

This version doesn't compile in Lean 4 with Mathlib:

```lean
import Mathlib

open Filter Topology

namespace HasDerivAtCutoffSum

noncomputable section

/-- Velocity of each lepton of mass `m` in the centre-of-mass frame at squared energy `s`,
for `s ≥ 4m²` and `s ≠ 0`. -/
def velocity (m s : ℝ) : ℝ := Real.sqrt (1 - 4 * m ^ 2 / s)

/-- The rapidity `artanh b` of a particle with velocity `b`, for `|b| < 1`. -/
def rapidity (b : ℝ) : ℝ := (Real.log (1 + b) - Real.log (1 - b)) / 2

/-- The Breit-Wheeler helicity difference `D(s)` (helicity 2 minus helicity 0), up to a constant
factor, for `m > 0` and `s ≥ 4m²`. -/
def helicityDifference (m s : ℝ) : ℝ :=
  (2 * rapidity (velocity m s) - 3 * velocity m s) / s

/-- The function `2(β - artanh β)/s` of the squared energy, for `m > 0` and `s ≥ 4m²`. -/
def cutoffSum (m s : ℝ) : ℝ := 2 * (velocity m s - rapidity (velocity m s)) / s

/-- Below the speed of light, the rapidity grows with velocity at the rate `1/(1 - b²)`. -/
theorem hasDerivAt_rapidity {b : ℝ} (h : -1 < b) (h' : b < 1) :
    HasDerivAt rapidity (1 / (1 - b ^ 2)) b := by
  have hp : 1 + b ≠ 0 := by linarith
  have hn : 1 - b ≠ 0 := by linarith
  have h1 := ((hasDerivAt_id' b).const_add 1).log hp
  have h2 := ((hasDerivAt_id' b).const_sub 1).log hn
  refine HasDerivAt.congr_deriv (f := rapidity) ((h1.fun_sub h2).div_const 2) ?_
  rw [show 1 - b ^ 2 = (1 + b) * (1 - b) by ring]
  field_simp
  ring

/-- For massive leptons at or above threshold, the velocity lies in `[0, 1)` and satisfies
`β² = 1 - 4m²/s`. -/
theorem velocity_bounds {m s : ℝ} (hm : 0 < m) (hs : 4 * m ^ 2 ≤ s) :
    0 ≤ velocity m s ∧ velocity m s < 1 ∧ velocity m s ^ 2 = 1 - 4 * m ^ 2 / s := by
  have hm2 : 0 < 4 * m ^ 2 := by positivity
  have hs0 : 0 < s := by linarith
  have h1 : 4 * m ^ 2 / s ≤ 1 := (div_le_one hs0).mpr hs
  have h2 : 0 < 4 * m ^ 2 / s := div_pos hm2 hs0
  have h0 : 0 ≤ velocity m s := Real.sqrt_nonneg _
  have hsq : velocity m s ^ 2 = 1 - 4 * m ^ 2 / s := Real.sq_sqrt (by linarith)
  exact ⟨h0, by nlinarith, hsq⟩

/-- For massive leptons above threshold, the energy derivative of `2(β - artanh β)/s` is the
sum-rule integrand `D(s)/s`. -/
theorem hasDerivAt_cutoffSum {m s : ℝ} (hm : 0 < m) (hs : 4 * m ^ 2 < s) :
    HasDerivAt (cutoffSum m) (helicityDifference m s / s) s := by
  have hs0 : 0 < s := by nlinarith [pow_pos hm 2]
  obtain ⟨h0, h1, hsq⟩ := velocity_bounds hm hs.le
  have hlt : 4 * m ^ 2 / s < 1 := (div_lt_one hs0).mpr hs
  have hin : HasDerivAt (fun x : ℝ => 1 - 4 * m ^ 2 / x) (4 * m ^ 2 / s ^ 2) s :=
    (((hasDerivAt_const s (4 * m ^ 2)).fun_div (hasDerivAt_id' s) hs0.ne').const_sub
      1).congr_deriv (by ring)
  have hv : HasDerivAt (velocity m) (4 * m ^ 2 / s ^ 2 / (2 * velocity m s)) s :=
    hin.sqrt (by linarith)
  have hq : 1 - velocity m s ^ 2 = 4 * m ^ 2 / s := by rw [hsq]; ring
  -- eliminate the mass in favour of the velocity
  have hv' := hv.congr_deriv (show _ = (1 - velocity m s ^ 2) / (2 * s * velocity m s) by
    rw [hq]; ring)
  have hr := (hasDerivAt_rapidity (by linarith) h1).comp s hv'
  refine HasDerivAt.congr_deriv (f := cutoffSum m)
    (((hv'.fun_sub hr).const_mul 2).fun_div (hasDerivAt_id' s) hs0.ne') ?_
  have hb : velocity m s ≠ 0 := by
    intro h
    rw [h] at hsq
    linarith
  have hne : 1 - velocity m s ^ 2 ≠ 0 := by nlinarith
  unfold helicityDifference
  generalize velocity m s = b at *
  field_simp
  ring

end

end HasDerivAtCutoffSum
```

Lean reports:

```
Try this:
  [apply] ring_nf
  
  The `ring` tactic failed to close the goal. Use `ring_nf` to obtain a normal form.
    
  Note that `ring` works primarily in *commutative* rings. If you have a noncommutative ring, abelian group or module, consider using `noncomm_ring`, `abel` or `module` instead.
Main.lean:51:63: error: unsolved goals
m s : ℝ
hm : 0 < m
hs : 4 * m ^ 2 < s
hs0 : 0 < s
hlt : 4 * m ^ 2 / s < 1
hin : HasDerivAt (fun x => 1 - 4 * m ^ 2 / x) (4 * m ^ 2 / s ^ 2) s
b : ℝ
h0 : 0 ≤ b
h1 : b < 1
hsq : b ^ 2 = 1 - 4 * m ^ 2 / s
hv : HasDerivAt (velocity m) (4 * m ^ 2 / s ^ 2 / (2 * b)) s
hq : 1 - b ^ 2 = 4 * m ^ 2 / s
hv' : HasDerivAt (velocity m) ((1 - b ^ 2) / (2 * s * b)) s
hr : HasDerivAt (rapidity ∘ velocity m) (1 / (1 - b ^ 2) * ((1 - b ^ 2) / (2 * s * b))) s
hb : b ≠ 0
hne : 1 - b ^ 2 ≠ 0
⊢ b * (rapidity ∘ velocity m) s * 2 - b ^ 2 * 3 = b * rapidity b * 2 - b ^ 2 * 3
```

This version goes through:

```diff
@@ -70,5 +70,5 @@
     linarith
   have hne : 1 - velocity m s ^ 2 ≠ 0 := by nlinarith
-  unfold helicityDifference
+  simp only [Function.comp_apply, helicityDifference]
   generalize velocity m s = b at *
   field_simp
```

The error shows the goal left when `ring` failed to close it and fell back to `ring_nf`. The two sides differ only in that the left has `(rapidity ∘ velocity m) s` where the right has `rapidity b`.

The composition comes from the chain rule, `.comp`, and enters the goal because the quotient rule's derivative contains the value of the numerator at `s`. Written this way, it does not contain the expression `velocity m s`, so `generalize velocity m s = b at *` passed over it while replacing the velocity elsewhere. To `ring`, the two rapidities were then unrelated atoms.

The repair replaces `unfold helicityDifference` with `simp only [Function.comp_apply, helicityDifference]`. This still unfolds `helicityDifference`, and `Function.comp_apply` also rewrites the composition to `rapidity (velocity m s)`. Now `generalize` turns both rapidities into `rapidity b`, and the algebra closes.
